# Away from the origin and radial nodes, τ − τ_W of a filled p shell is purely angular

Take the $d$ real orbitals $\varphi_i(x) = f(r)\,x_i/r$ in $\mathbb{R}^d$, one for each Cartesian coordinate $x_i$, with $r=\|x\|$ and one electron in each. At every point with $r>0$ where $f$ is differentiable and $f(r)\neq 0$,

$$\tau-\tau_W=\frac{(d-1)\,f(r)^2}{2r^2}.$$

Here $\tau=\tfrac12\sum_i|\nabla\varphi_i|^2$ is the positive kinetic energy density in atomic units, $\rho=\sum_i\varphi_i^2$ is the density, and $\tau_W=|\nabla\rho|^2/(8\rho)$ is the von Weizsäcker kinetic energy density. The derivative $f'$ does not appear in the difference.

## What the difference measures

A single real orbital has $\tau=\tau_W$ wherever it is nonzero. Many meta-GGA functionals therefore use $\tau-\tau_W$, divided by a reference kinetic energy density, to recognise regions dominated by one orbital. A filled p shell has the spherical density $f(r)^2$, which is also the square of the single function $|f(r)|$. For normalised p orbitals this square integrates to $d$, so for $d\ge2$ the function is not a normalised orbital holding one electron. Still, $\rho$ and $\nabla\rho$ at a point are the same for the shell and for the single function. For $d\ge2$ the difference $\tau-\tau_W$ tells them apart at the points described above: it is positive for the shell and zero for the single function. For a p shell with no other shell occupied, the formula gives this meta-GGA ingredient in closed form, which can be compared with the output of a program on a grid.

In three dimensions the normalised orbitals are $\sqrt{3/(4\pi)}\,R(r)\,x_i/r$ with $\int_0^\infty R^2r^2\,dr=1$. Then $f=\sqrt{3/(4\pi)}\,R$, and the difference is $f^2/r^2=3R^2/(4\pi r^2)$ for one spin channel. If both spin channels are filled with the same orbitals, $\rho$, $\tau$ and $\tau_W$ all double, and so does the difference.

## Density and kinetic energy density of the p shell

Differentiating $r^2=\sum_j x_j^2$ gives $\nabla r=x/r$ for $r>0$. The density is

$$\rho=\frac{f^2}{r^2}\sum_i x_i^2=f^2 .$$

Write $e_i$ for the unit vector along axis $i$. The product and quotient rules give

$$\nabla\varphi_i=\frac{rf'-f}{r^3}\,x_i\,x+\frac fr\,e_i .$$

Since $x\cdot x=r^2$ and $x\cdot e_i=x_i$, the square is

$$|\nabla\varphi_i|^2=\frac{x_i^2}{r^4}\left[(rf'-f)^2+2f(rf'-f)\right]+\frac{f^2}{r^2}
=\frac{r^2f'^2-f^2}{r^4}\,x_i^2+\frac{f^2}{r^2}.$$

In the sum over the $d$ orbitals, $\sum_i x_i^2=r^2$ and the last term occurs $d$ times:

$$\tau=\frac12\left[\frac{r^2f'^2-f^2}{r^2}+\frac{d\,f^2}{r^2}\right]=\frac12\left[f'^2+\frac{(d-1)f^2}{r^2}\right].$$

## Subtracting the von Weizsäcker term

From $\rho=f^2$ we get $\nabla\rho=2ff'\,x/r$, so $|\nabla\rho|^2=4f^2f'^2$. Where $f\neq0$,

$$\tau_W=\frac{4f^2f'^2}{8f^2}=\frac{f'^2}{2}.$$

This is exactly the radial part of $\tau$. What remains is the part due to the variation of the orbitals along the sphere, $(d-1)f^2/(2r^2)$.

The smallest case is $d=1$. The shell is then the single orbital $f(|x|)\,x/|x|$, which is odd in $x$, and the difference vanishes as it must for one orbital. For $d\ge2$ the difference is strictly positive under the same conditions. Hence $\tau=\tau_W$ at such a point exactly when $d=1$.

## Adding an s orbital

Now add one s orbital $g(r)$, also singly occupied. Its gradient is $g'\,x/r$, so

$$\rho=g^2+f^2,\qquad \tau=\frac12\left[g'^2+f'^2+\frac{(d-1)f^2}{r^2}\right],\qquad
\tau_W=\frac{(gg'+ff')^2}{2(g^2+f^2)}.$$

The identity $(g^2+f^2)(g'^2+f'^2)-(gg'+ff')^2=(gf'-fg')^2$ then gives, at every point with $r>0$ where $f$ and $g$ are differentiable and $g^2+f^2\neq0$,

$$\tau-\tau_W=\frac{(d-1)f^2}{2r^2}+\frac{(gf'-fg')^2}{2(g^2+f^2)}.$$

The second term vanishes where $gf'=fg'$, in particular where $f$ and $g$ are locally proportional. The formula also holds at a node of $f$ if $g\neq0$ there, and its value is then $f'^2/2$.

## The statement in Lean

Points are elements `x` of `EuclideanSpace ℝ (Fin d)`, and `‖x‖` is $r$. The type `Fin d` numbers the coordinates from $0$ to $d-1$. The radial functions `f` and `g` are arbitrary functions `ℝ → ℝ`; no Schrödinger equation, normalisation or boundary condition is imposed on them.

The definitions `density`, `tau` and `tauW` are those of the opening paragraph. The factor $\tfrac12$ is included in `tau`, whereas some programs leave it out. Both kinetic energy densities use Mathlib's `gradient` of the actual functions, so the derivative formulas above are proved and not put in by definition. The family `pShell f` contains the p orbitals. The family `spShell g f` is indexed by `Option (Fin d)`: `none` is the s orbital and `some i` is the p orbital along axis `i`.

The main theorem, `tau_sub_tauW_pShell`, has three hypotheses:

- `hx : x ≠ 0` places the point away from the origin. It also forces $d\ge1$, because a zero-dimensional space has no other point.
- `hf : DifferentiableAt ℝ f ‖x‖` asks for differentiability at the one radius concerned.
- `h0 : f ‖x‖ ≠ 0` says that the density is nonzero. At a node with $f'\neq0$ the formula would fail in Lean, where $0/0=0$ makes `tauW` vanish while `tau` equals $f'^2/2$.

The factor `(d - 1)` is a subtraction of real numbers. In `tau_sub_tauW_spShell` the derivatives are named `f'` and `g'` and are tied to the functions by `HasDerivAt`.

The step from this model to an atom is the assumption that the occupied orbitals of one spin channel are exactly one of these two families, with one radial function common to all the p orbitals. A partly filled p shell, or further occupied shells, would need a different sum.

```lean
import Mathlib

open Topology

namespace FilledPShell

noncomputable section

/-- The density of a family of real, singly occupied orbitals: the sum of their squares. -/
def density {ι E : Type*} [Fintype ι] (φ : ι → E → ℝ) (x : E) : ℝ :=
  ∑ i, φ i x ^ 2

/-- The positive kinetic energy density `τ = (1/2) ∑ |∇φ_i|²` of singly occupied orbitals. -/
def tau {ι : Type*} [Fintype ι] {d : ℕ} (φ : ι → EuclideanSpace ℝ (Fin d) → ℝ)
    (x : EuclideanSpace ℝ (Fin d)) : ℝ :=
  1 / 2 * ∑ i, ‖gradient (φ i) x‖ ^ 2

/-- The von Weizsäcker kinetic energy density `τ_W = |∇ρ|² / (8ρ)`, meant for points where the
density `ρ` is nonzero. -/
def tauW {d : ℕ} (ρ : EuclideanSpace ℝ (Fin d) → ℝ) (x : EuclideanSpace ℝ (Fin d)) : ℝ :=
  ‖gradient ρ x‖ ^ 2 / (8 * ρ x)

/-- The p-type orbitals `f(r) x_i / r`, one for each coordinate index `i : Fin d`, meant for points
away from the origin. -/
def pShell {d : ℕ} (f : ℝ → ℝ) (i : Fin d) (x : EuclideanSpace ℝ (Fin d)) : ℝ :=
  f ‖x‖ / ‖x‖ * x i

/-- The s orbital `g(r)` together with the p-type orbitals `f(r) x_i / r`, meant for points away
from the origin. -/
def spShell {d : ℕ} (g f : ℝ → ℝ) : Option (Fin d) → EuclideanSpace ℝ (Fin d) → ℝ
  | none => fun x => g ‖x‖
  | some i => pShell f i

section Gradients

variable {E : Type*} [NormedAddCommGroup E] [InnerProductSpace ℝ E]

/-- Away from the origin the distance `r` has the derivative `v ↦ ⟨x, v⟩ / r`. -/
theorem hasFDerivAt_radius {x : E} (hx : x ≠ 0) :
    HasFDerivAt (fun y : E => ‖y‖) (‖x‖⁻¹ • innerSL ℝ x) x := by
  have hs : ∀ y : E, √(‖y‖ ^ 2) = ‖y‖ := fun y => Real.sqrt_sq (norm_nonneg y)
  have h := (hasStrictFDerivAt_norm_sq x).hasFDerivAt.sqrt
    (pow_ne_zero 2 (norm_ne_zero_iff.mpr hx))
  simp only [hs] at h
  refine h.congr_fderiv ?_
  module

/-- Away from the origin, the orbital `(f(r)/r) ⟨u, x⟩` with `f` differentiable at `r` has a
gradient with one part along `x` and one part along the axis `u`. -/
theorem hasGradientAt_pOrbital [CompleteSpace E] {x : E} (hx : x ≠ 0) (u : E) {f : ℝ → ℝ}
    {f' : ℝ} (hf : HasDerivAt f f' ‖x‖) :
    HasGradientAt (fun y : E => f ‖y‖ / ‖y‖ * inner ℝ u y)
      (((f' * ‖x‖ - f ‖x‖) / ‖x‖ ^ 3 * inner ℝ u x) • x + (f ‖x‖ / ‖x‖) • u) x := by
  have e1 : ∀ w v : E, InnerProductSpace.toDual ℝ E w v = inner ℝ w v := fun _ _ => rfl
  have e2 : ∀ w v : E, innerSL ℝ w v = inner ℝ w v := fun _ _ => rfl
  have hq : HasDerivAt (fun r => f r / r) ((f' * ‖x‖ - f ‖x‖ * 1) / ‖x‖ ^ 2) ‖x‖ :=
    hf.fun_div (hasDerivAt_id' ‖x‖) (norm_ne_zero_iff.mpr hx)
  -- chain rule for the radial factor, product rule with the linear factor
  have h1 := hq.comp_hasFDerivAt x (hasFDerivAt_radius hx)
  have h2 := (innerSL ℝ u).hasFDerivAt (x := x)
  rw [hasGradientAt_iff_hasFDerivAt]
  refine HasFDerivAt.congr_fderiv (h1.mul h2) (ContinuousLinearMap.ext fun v => ?_)
  simp only [add_apply, smul_apply, smul_eq_mul, e1, e2,
    inner_add_left, real_inner_smul_left, Function.comp_apply]
  ring

/-- If `ρ` agrees near `x ≠ 0` with a radial function `F(r)` differentiable at `r = |x|`, then
`|∇ρ|² = F'(r)²` at `x`. -/
theorem norm_sq_gradient_radial [CompleteSpace E] {x : E} (hx : x ≠ 0) {ρ : E → ℝ} {F : ℝ → ℝ}
    {F' : ℝ} (hρ : ρ =ᶠ[𝓝 x] fun y => F ‖y‖) (hF : HasDerivAt F F' ‖x‖) :
    ‖gradient ρ x‖ ^ 2 = F' ^ 2 := by
  have e1 : ∀ w v : E, InnerProductSpace.toDual ℝ E w v = inner ℝ w v := fun _ _ => rfl
  have e2 : ∀ w v : E, innerSL ℝ w v = inner ℝ w v := fun _ _ => rfl
  have hr : ‖x‖ ≠ 0 := norm_ne_zero_iff.mpr hx
  have h1 := hF.comp_hasFDerivAt x (hasFDerivAt_radius hx)
  have h : HasGradientAt ρ ((F' * ‖x‖⁻¹) • x) x := by
    rw [hasGradientAt_iff_hasFDerivAt]
    refine (HasFDerivAt.congr_of_eventuallyEq h1 hρ).congr_fderiv
      (ContinuousLinearMap.ext fun v => ?_)
    simp only [smul_apply, smul_eq_mul, e1, e2, real_inner_smul_left]
    ring
  rw [h.gradient, norm_smul, mul_pow, Real.norm_eq_abs, sq_abs, ← mul_pow, mul_assoc,
    inv_mul_cancel₀ hr, mul_one]

end Gradients

variable {d : ℕ} {x : EuclideanSpace ℝ (Fin d)} {f g : ℝ → ℝ} {f' g' : ℝ}

/-- Away from the origin the filled p shell has the spherical density `f(r)²`. -/
theorem density_pShell (f : ℝ → ℝ) (hx : x ≠ 0) : density (pShell f) x = f ‖x‖ ^ 2 := by
  have hr : ‖x‖ ≠ 0 := norm_ne_zero_iff.mpr hx
  have hs : ∑ i, x i ^ 2 = ‖x‖ ^ 2 := by
    rw [EuclideanSpace.norm_sq_eq]
    simp only [Real.norm_eq_abs, sq_abs]
  simp only [density, pShell, mul_pow]
  rw [← Finset.mul_sum, hs, ← mul_pow, div_mul_cancel₀ _ hr]

/-- Away from the origin, with `f` differentiable at `r`, the filled p shell has
`τ = (f'(r)² + (d-1) f(r)²/r²) / 2`. -/
theorem tau_pShell (hx : x ≠ 0) (hf : HasDerivAt f f' ‖x‖) :
    tau (pShell f) x = (f' ^ 2 + (d - 1) * f ‖x‖ ^ 2 / ‖x‖ ^ 2) / 2 := by
  have hr : ‖x‖ ≠ 0 := norm_ne_zero_iff.mpr hx
  have hs : ∑ i, x i ^ 2 = ‖x‖ ^ 2 := by
    rw [EuclideanSpace.norm_sq_eq]
    simp only [Real.norm_eq_abs, sq_abs]
  -- squared gradient of a single orbital
  have hg : ∀ i, ‖gradient (pShell f i) x‖ ^ 2 =
      ((f' * ‖x‖) ^ 2 - f ‖x‖ ^ 2) / ‖x‖ ^ 4 * x i ^ 2 + f ‖x‖ ^ 2 / ‖x‖ ^ 2 := by
    intro i
    have e : ∀ y : EuclideanSpace ℝ (Fin d),
        inner ℝ (EuclideanSpace.single i (1 : ℝ)) y = y i := by
      intro y
      simp [EuclideanSpace.inner_single_left]
    have hn : ‖EuclideanSpace.single i (1 : ℝ)‖ = 1 := by simp
    have h := hasGradientAt_pOrbital hx (EuclideanSpace.single i (1 : ℝ)) hf
    simp only [e] at h
    have h' : gradient (pShell f i) x = _ := h.gradient
    rw [h', norm_add_sq_real, real_inner_smul_left, real_inner_smul_right, real_inner_comm, e,
      norm_smul, norm_smul, hn, mul_pow, mul_pow, Real.norm_eq_abs, Real.norm_eq_abs, sq_abs,
      sq_abs]
    field_simp
    ring
  simp only [tau, hg, Finset.sum_add_distrib, ← Finset.mul_sum, hs, Finset.sum_const,
    Finset.card_univ, Fintype.card_fin, nsmul_eq_mul]
  field_simp
  ring

/-- For a filled p shell in `d` dimensions, at a point with `r > 0` where `f` is differentiable
and nonzero, `τ - τ_W = (d-1) f(r)² / (2r²)`. -/
theorem tau_sub_tauW_pShell (hx : x ≠ 0) (hf : DifferentiableAt ℝ f ‖x‖) (h0 : f ‖x‖ ≠ 0) :
    tau (pShell f) x - tauW (density (pShell f)) x =
      (d - 1) * f ‖x‖ ^ 2 / (2 * ‖x‖ ^ 2) := by
  have hr : ‖x‖ ≠ 0 := norm_ne_zero_iff.mpr hx
  have hd := hf.hasDerivAt
  have hF : HasDerivAt (fun r => f r ^ 2) (2 * f ‖x‖ * deriv f ‖x‖) ‖x‖ :=
    (hd.fun_pow 2).congr_deriv (by norm_num)
  -- the density is radial in a neighbourhood of `x`
  have hρ : density (pShell f) =ᶠ[𝓝 x] fun y => f ‖y‖ ^ 2 := by
    filter_upwards [isOpen_ne.mem_nhds hx] with y hy
    exact density_pShell f hy
  rw [tauW, norm_sq_gradient_radial (F := fun r => f r ^ 2) hx hρ hF, density_pShell f hx,
    tau_pShell hx hd]
  field_simp
  ring

/-- At a point with `r > 0` where `f` is differentiable and nonzero, the filled p shell has
`τ = τ_W` exactly when the space is one-dimensional. -/
theorem tau_eq_tauW_pShell_iff (hx : x ≠ 0) (hf : DifferentiableAt ℝ f ‖x‖) (h0 : f ‖x‖ ≠ 0) :
    tau (pShell f) x = tauW (density (pShell f)) x ↔ d = 1 := by
  have hr : ‖x‖ ≠ 0 := norm_ne_zero_iff.mpr hx
  have hc : f ‖x‖ ^ 2 / (2 * ‖x‖ ^ 2) ≠ 0 :=
    div_ne_zero (pow_ne_zero 2 h0) (mul_ne_zero two_ne_zero (pow_ne_zero 2 hr))
  rw [← sub_eq_zero, tau_sub_tauW_pShell hx hf h0, mul_div_assoc, mul_eq_zero,
    or_iff_left hc, sub_eq_zero, Nat.cast_eq_one]

/-- For an s orbital `g(r)` plus a filled p shell, at a point with `r > 0` where `g` and `f` are
differentiable and the density `g² + f²` is nonzero, `τ - τ_W` is the angular term
`(d-1) f²/(2r²)` plus the radial term `(g f' - f g')² / (2(g² + f²))`. -/
theorem tau_sub_tauW_spShell (hx : x ≠ 0) (hg : HasDerivAt g g' ‖x‖) (hf : HasDerivAt f f' ‖x‖)
    (h0 : g ‖x‖ ^ 2 + f ‖x‖ ^ 2 ≠ 0) :
    tau (spShell g f) x - tauW (density (spShell g f)) x =
      (d - 1) * f ‖x‖ ^ 2 / (2 * ‖x‖ ^ 2) +
        (g ‖x‖ * f' - f ‖x‖ * g') ^ 2 / (2 * (g ‖x‖ ^ 2 + f ‖x‖ ^ 2)) := by
  have hr : ‖x‖ ≠ 0 := norm_ne_zero_iff.mpr hx
  have hden : ∀ y : EuclideanSpace ℝ (Fin d), y ≠ 0 →
      density (spShell g f) y = g ‖y‖ ^ 2 + f ‖y‖ ^ 2 := by
    intro y hy
    rw [← density_pShell f hy, density, Fintype.sum_option]
    rfl
  have hF : HasDerivAt (fun r => g r ^ 2 + f r ^ 2) (2 * g ‖x‖ * g' + 2 * f ‖x‖ * f') ‖x‖ :=
    ((hg.fun_pow 2).fun_add (hf.fun_pow 2)).congr_deriv (by norm_num)
  have hρ : density (spShell g f) =ᶠ[𝓝 x] fun y => g ‖y‖ ^ 2 + f ‖y‖ ^ 2 := by
    filter_upwards [isOpen_ne.mem_nhds hx] with y hy
    exact hden y hy
  -- the kinetic energy densities of the s orbital and of the p shell add up
  have hs : ‖gradient (spShell (d := d) g f none) x‖ ^ 2 = g' ^ 2 :=
    norm_sq_gradient_radial hx Filter.EventuallyEq.rfl hg
  have ht : tau (spShell g f) x = 1 / 2 * g' ^ 2 + tau (pShell f) x := by
    rw [tau, Fintype.sum_option, hs, mul_add]
    rfl
  rw [ht, tau_pShell hx hf, tauW,
    norm_sq_gradient_radial (F := fun r => g r ^ 2 + f r ^ 2) hx hρ hF, hden x hx]
  field_simp
  ring

end

end FilledPShell
```

```lean
#print axioms FilledPShell.tau_eq_tauW_pShell_iff
#print axioms FilledPShell.tau_sub_tauW_spShell
```

```
'FilledPShell.tau_eq_tauW_pShell_iff' depends on axioms: [propext, Classical.choice, Quot.sound]
'FilledPShell.tau_sub_tauW_spShell' depends on axioms: [propext, Classical.choice, Quot.sound]
```

## From the radius to the orbital gradient

`hasFDerivAt_radius` is the formula $\nabla r=x/r$. It writes the norm as $\sqrt{\|y\|^2}$ and differentiates the square root, which is allowed because $\|x\|^2\neq0$.

`hasGradientAt_pOrbital` gives $\nabla\varphi_i$, with a general vector `u` in place of $e_i$ and the inner product of `u` with `x` in place of $x_i$. Inside it, `hq` is the quotient rule for $f(r)/r$, `h1` is the chain rule through the radius, and `h1.mul h2` is the product rule. The two sides are compared as linear maps acting on an arbitrary displacement `v`, and `ring` finishes the algebra.

`norm_sq_gradient_radial` treats a function that equals $F(r)$ near $x$, and shows that its squared gradient is $F'(r)^2$. Agreement in a neighbourhood is enough, since a derivative depends on nothing else.

## Summing over the shell

`density_pShell` takes the common factor $f^2/r^2$ out of the sum and uses $\sum_i x_i^2=r^2$.

In `tau_pShell`, the statement `hg` is the squared gradient of one orbital. It applies the general gradient formula to the unit vector `EuclideanSpace.single i 1` and expands the square of the sum with `norm_add_sq_real`. The following `simp only` performs the sum over `i`: the first term collects $\sum_i x_i^2$, and the constant term is counted $d$ times.

## Assembling the differences

In `tau_sub_tauW_pShell`, `hF` is the derivative $2ff'$ of $f^2$, and `hρ` says that the density equals $f(r)^2$ throughout a neighbourhood of $x$. A neighbourhood is needed because the density formula is available only away from the origin; one exists because the set of nonzero points is open. After the rewriting, `field_simp` clears the denominators and `ring` verifies the cancellation of $f'^2/2$.

`tau_eq_tauW_pShell_iff` turns $\tau=\tau_W$ into the vanishing of $(d-1)\cdot f^2/(2r^2)$. The second factor is nonzero by `hc`, so $d=1$.

`tau_sub_tauW_spShell` follows the same pattern. `Fintype.sum_option` separates the s orbital from the p orbitals, `hs` gives the squared gradient $g'^2$ of the s orbital, and `ht` adds its contribution to that of the p shell. The identity for $(gf'-fg')^2$ is contained in the last `field_simp` and `ring`.
